# The relaxation rates of a finite-dimensional Lindblad generator add up to minus its trace

For a Lindblad generator on complex $d\times d$ matrices with finitely many jump operators $L_k$, the relaxation rates, counted with algebraic multiplicity, add up to $\sum_k\left(d\,\mathrm{Tr}(L_k^\dagger L_k)-|\mathrm{Tr}\,L_k|^2\right)$, which is minus the trace of the generator. This sum is nonnegative, and it vanishes exactly when every $L_k$ is a scalar multiple of the identity.

In Lean 4 with Mathlib:

```lean
import Mathlib

open Matrix

namespace LindbladTrace

noncomputable section

variable {n κ : Type*} [Fintype n] [DecidableEq n] [Fintype κ]

/-- The linear map `X ↦ A X B` on matrices. -/
def sandwich (A B : Matrix n n ℂ) : Matrix n n ℂ →ₗ[ℂ] Matrix n n ℂ where
  toFun X := A * X * B
  map_add' X Y := by rw [mul_add, add_mul]
  map_smul' c X := by simp

/-- The Lindblad generator with Hamiltonian `H` and jump operators `L k`, as a linear map. -/
def lindblad (H : Matrix n n ℂ) (L : κ → Matrix n n ℂ) :
    Matrix n n ℂ →ₗ[ℂ] Matrix n n ℂ :=
  (-Complex.I) • (sandwich H 1 - sandwich 1 H) +
    ∑ k, (sandwich (L k) (L k)ᴴ -
      (1 / 2 : ℂ) • (sandwich ((L k)ᴴ * L k) 1 + sandwich 1 ((L k)ᴴ * L k)))

/-- The spread of a jump operator in dimension `d`: `d Tr(A†A) - |Tr A|²`. -/
def spread (A : Matrix n n ℂ) : ℝ :=
  (Fintype.card n : ℝ) * (Aᴴ * A).trace.re - ‖A.trace‖ ^ 2

/-- The traceless part of `A`, multiplied by the dimension. -/
def traceless (A : Matrix n n ℂ) : Matrix n n ℂ :=
  (Fintype.card n : ℂ) • A - A.trace • (1 : Matrix n n ℂ)

/-- The basis of matrix units, whose coordinates are the matrix entries. -/
def entryBasis : Module.Basis (n × n) ℂ (Matrix n n ℂ) :=
  Module.Basis.ofEquivFun
    { toFun := fun M p => M p.1 p.2
      invFun := fun f => Matrix.of fun i j => f (i, j)
      map_add' := fun _ _ => rfl
      map_smul' := fun _ _ => rfl
      left_inv := fun _ => rfl
      right_inv := fun _ => rfl }

/-- The generator acts on `ρ` as `-i[H, ρ] + ∑ (L ρ L† - ½ {L†L, ρ})`. -/
theorem lindblad_apply (H : Matrix n n ℂ) (L : κ → Matrix n n ℂ) (ρ : Matrix n n ℂ) :
    lindblad H L ρ = (-Complex.I) • (H * ρ - ρ * H) +
      ∑ k, (L k * ρ * (L k)ᴴ -
        (1 / 2 : ℂ) • ((L k)ᴴ * L k * ρ + ρ * ((L k)ᴴ * L k))) := by
  simp [lindblad, sandwich, LinearMap.sum_apply]

/-- The trace of the map `X ↦ A X B` is `Tr A · Tr B`. -/
theorem trace_sandwich (A B : Matrix n n ℂ) :
    LinearMap.trace ℂ (Matrix n n ℂ) (sandwich A B) = A.trace * B.trace := by
  have hr : ∀ (X : Matrix n n ℂ) (p : n × n), entryBasis.repr X p = X p.1 p.2 := by
    intro X p
    rfl
  -- entries of the matrix units
  have hb : ∀ i j k l : n, (entryBasis (i, j) : Matrix n n ℂ) k l =
      (if i = k then 1 else 0) * (if j = l then 1 else 0) := by
    intro i j k l
    have h := (hr (entryBasis (i, j)) (k, l)).symm
    rw [Module.Basis.repr_self, Finsupp.single_apply] at h
    refine h.trans ?_
    by_cases h1 : i = k <;> by_cases h2 : j = l <;> simp [h1, h2]
  -- diagonal coefficients of the map
  have hd : ∀ i j : n, (A * entryBasis (i, j) * B) i j = A i i * B j j := by
    intro i j
    have h1 : ∀ l, (A * entryBasis (i, j)) i l = A i i * (if j = l then 1 else 0) := by
      intro l
      simp only [Matrix.mul_apply, hb]
      by_cases h : j = l <;> simp [h]
    rw [Matrix.mul_apply]
    simp [h1]
  have hrhs : A.trace * B.trace = ∑ i, ∑ j, A i i * B j j := by
    simp only [Matrix.trace, Matrix.diag_apply, Finset.sum_mul_sum]
  rw [hrhs, LinearMap.trace_eq_matrix_trace ℂ entryBasis, Matrix.trace,
    Fintype.sum_prod_type]
  refine Finset.sum_congr rfl fun i _ => Finset.sum_congr rfl fun j _ => ?_
  rw [Matrix.diag_apply, LinearMap.toMatrix_apply, hr]
  exact hd i j

/-- The trace of the Lindblad generator is `-∑ (d Tr(L†L) - |Tr L|²)`, for any matrix `H`. -/
theorem trace_lindblad (H : Matrix n n ℂ) (L : κ → Matrix n n ℂ) :
    LinearMap.trace ℂ (Matrix n n ℂ) (lindblad H L) =
      -∑ k, ((Fintype.card n : ℂ) * ((L k)ᴴ * L k).trace - (‖(L k).trace‖ : ℂ) ^ 2) := by
  simp only [lindblad, map_add, map_smul, map_sub, map_sum, trace_sandwich,
    Matrix.trace_one, Matrix.trace_conjTranspose, smul_eq_mul]
  -- the commutator has trace zero
  rw [← Finset.sum_neg_distrib, mul_comm H.trace, sub_self, mul_zero, zero_add]
  refine Finset.sum_congr rfl fun k _ => ?_
  have h : (L k).trace * star (L k).trace = (‖(L k).trace‖ : ℂ) ^ 2 := Complex.mul_conj' _
  linear_combination h

omit [DecidableEq n] in
/-- `Tr(A†A)` is the sum of the squared moduli of the entries of `A`. -/
theorem trace_gram (A : Matrix n n ℂ) :
    (Aᴴ * A).trace = ((∑ i, ∑ j, ‖A j i‖ ^ 2 : ℝ) : ℂ) := by
  simp only [Matrix.trace, Matrix.diag_apply, Matrix.mul_apply, Matrix.conjTranspose_apply]
  push_cast
  exact Finset.sum_congr rfl fun i _ => Finset.sum_congr rfl fun j _ => Complex.conj_mul' _

/-- The dimension times the spread of `A` is the sum of the squared moduli of the entries
of `d A - (Tr A) 1`. -/
theorem card_mul_spread (A : Matrix n n ℂ) :
    (Fintype.card n : ℝ) * spread A = ∑ i, ∑ j, ‖traceless A j i‖ ^ 2 := by
  have h : ((traceless A)ᴴ * traceless A).trace = (Fintype.card n : ℂ) *
      ((Fintype.card n : ℂ) * (Aᴴ * A).trace - (‖A.trace‖ : ℂ) ^ 2) := by
    have ht : star A.trace * A.trace = (‖A.trace‖ : ℂ) ^ 2 := Complex.conj_mul' _
    simp only [traceless, Matrix.conjTranspose_sub, Matrix.conjTranspose_smul,
      Matrix.conjTranspose_one, sub_mul, mul_sub, Matrix.smul_mul, Matrix.mul_smul,
      mul_one, one_mul, Matrix.trace_sub, Matrix.trace_smul, Matrix.trace_conjTranspose,
      Matrix.trace_one, smul_eq_mul, star_natCast]
    linear_combination (-(Fintype.card n : ℂ)) * ht
  rw [trace_gram (traceless A), trace_gram A] at h
  rw [spread, trace_gram A, Complex.ofReal_re]
  exact_mod_cast h.symm

/-- The spread is nonnegative: `|Tr A|² ≤ d Tr(A†A)`. -/
theorem spread_nonneg (A : Matrix n n ℂ) : 0 ≤ spread A := by
  rcases isEmpty_or_nonempty n with hn | hn
  · simp [spread, Matrix.trace]
  · have hd : (0 : ℝ) < Fintype.card n := by exact_mod_cast Fintype.card_pos
    have h : 0 ≤ (Fintype.card n : ℝ) * spread A := by
      rw [card_mul_spread]
      positivity
    exact (mul_nonneg_iff_of_pos_left hd).1 h

/-- The spread of `A` vanishes exactly when `A` is a scalar matrix. -/
theorem spread_eq_zero_iff (A : Matrix n n ℂ) :
    spread A = 0 ↔ ∃ c : ℂ, A = c • (1 : Matrix n n ℂ) := by
  constructor
  · intro h
    rcases isEmpty_or_nonempty n with hn | hn
    · exact ⟨0, by ext i j; exact isEmptyElim i⟩
    have hd : (Fintype.card n : ℂ) ≠ 0 := by exact_mod_cast Fintype.card_ne_zero
    have h0 : ∑ i, ∑ j, ‖traceless A j i‖ ^ 2 = 0 := by
      rw [← card_mul_spread, h, mul_zero]
    -- a vanishing sum of squares forces every entry to vanish
    have hM : traceless A = 0 := by
      ext j i
      have h1 := (Finset.sum_eq_zero_iff_of_nonneg (fun i _ => by positivity)).1 h0 i
        (Finset.mem_univ i)
      have h2 := (Finset.sum_eq_zero_iff_of_nonneg (fun j _ => by positivity)).1 h1 j
        (Finset.mem_univ j)
      simpa using h2
    rw [traceless] at hM
    have hA := sub_eq_zero.1 hM
    refine ⟨(Fintype.card n : ℂ)⁻¹ * A.trace, ?_⟩
    calc A = (Fintype.card n : ℂ)⁻¹ • ((Fintype.card n : ℂ) • A) := by
          rw [smul_smul, inv_mul_cancel₀ hd, one_smul]
      _ = _ := by rw [hA, smul_smul]
  · rintro ⟨c, rfl⟩
    have h : ((c • (1 : Matrix n n ℂ))ᴴ * (c • (1 : Matrix n n ℂ))).trace =
        ((‖c‖ ^ 2 * (Fintype.card n : ℝ) : ℝ) : ℂ) := by
      have hc : star c * c = (‖c‖ : ℂ) ^ 2 := Complex.conj_mul' c
      simp only [Matrix.conjTranspose_smul, Matrix.conjTranspose_one, Matrix.smul_mul,
        Matrix.mul_smul, one_mul, Matrix.trace_smul, Matrix.trace_one, smul_eq_mul]
      push_cast
      linear_combination (Fintype.card n : ℂ) * hc
    rw [spread, h, Complex.ofReal_re, Matrix.trace_smul, Matrix.trace_one, smul_eq_mul,
      norm_mul, Complex.norm_natCast]
    ring

/-- The trace of the Lindblad generator is minus the total spread of the jump operators. -/
theorem trace_lindblad_eq_spread (H : Matrix n n ℂ) (L : κ → Matrix n n ℂ) :
    LinearMap.trace ℂ (Matrix n n ℂ) (lindblad H L) = ((-∑ k, spread (L k) : ℝ) : ℂ) := by
  have hre : ∀ A : Matrix n n ℂ, ((Aᴴ * A).trace.re : ℂ) = (Aᴴ * A).trace := by
    intro A
    rw [trace_gram, Complex.ofReal_re]
  rw [trace_lindblad]
  simp only [spread, Complex.ofReal_neg, Complex.ofReal_sum, Complex.ofReal_sub,
    Complex.ofReal_mul, Complex.ofReal_natCast, Complex.ofReal_pow, hre]

/-- The trace of the Lindblad generator is real and nonpositive, and it vanishes exactly when
every jump operator is a scalar matrix. -/
theorem trace_lindblad_nonpos_and_eq_zero_iff (H : Matrix n n ℂ) (L : κ → Matrix n n ℂ) :
    ((LinearMap.trace ℂ (Matrix n n ℂ) (lindblad H L)).im = 0 ∧
      (LinearMap.trace ℂ (Matrix n n ℂ) (lindblad H L)).re ≤ 0) ∧
    (LinearMap.trace ℂ (Matrix n n ℂ) (lindblad H L) = 0 ↔
      ∀ k, ∃ c : ℂ, L k = c • (1 : Matrix n n ℂ)) := by
  rw [trace_lindblad_eq_spread]
  refine ⟨⟨Complex.ofReal_im _, ?_⟩, ?_⟩
  · rw [Complex.ofReal_re]
    exact neg_nonpos.2 (Finset.sum_nonneg fun k _ => spread_nonneg (L k))
  · rw [Complex.ofReal_eq_zero, neg_eq_zero,
      Finset.sum_eq_zero_iff_of_nonneg (fun k _ => spread_nonneg (L k))]
    exact ⟨fun h k => (spread_eq_zero_iff _).1 (h k (Finset.mem_univ k)),
      fun h k _ => (spread_eq_zero_iff _).2 (h k)⟩

/-- Sum rule: the relaxation rates `-Re z`, with `z` running over the eigenvalues of the
generator with algebraic multiplicity, add up to the total spread of the jump operators. -/
theorem relaxation_rate_sum_rule (H : Matrix n n ℂ) (L : κ → Matrix n n ℂ) :
    ((lindblad H L).charpoly.roots.map fun z => -z.re).sum = ∑ k, spread (L k) := by
  have hs : ∀ s : Multiset ℂ, (s.map fun z => -z.re).sum = -s.sum.re := by
    intro s
    induction s using Multiset.induction_on with
    | empty => simp
    | cons a s ih =>
      rw [Multiset.map_cons, Multiset.sum_cons, Multiset.sum_cons, ih, Complex.add_re]
      ring
  -- the eigenvalues add up to the trace
  rw [hs, ← LinearMap.charpoly_toMatrix (lindblad H L) entryBasis,
    ← Matrix.trace_eq_sum_roots_charpoly, ← LinearMap.trace_eq_matrix_trace ℂ entryBasis,
    trace_lindblad_eq_spread, Complex.ofReal_re, neg_neg]

end

end LindbladTrace
```

```lean
#print axioms LindbladTrace.lindblad_apply
#print axioms LindbladTrace.trace_lindblad_eq_spread
#print axioms LindbladTrace.trace_lindblad_nonpos_and_eq_zero_iff
#print axioms LindbladTrace.relaxation_rate_sum_rule
```

```
'LindbladTrace.lindblad_apply' depends on axioms: [propext, Classical.choice, Quot.sound]
'LindbladTrace.trace_lindblad_eq_spread' depends on axioms: [propext, Classical.choice, Quot.sound]
'LindbladTrace.trace_lindblad_nonpos_and_eq_zero_iff' depends on axioms: [propext, Classical.choice, Quot.sound]
'LindbladTrace.relaxation_rate_sum_rule' depends on axioms: [propext, Classical.choice, Quot.sound]
```

## The generator as a linear map on matrices

The finite type `n` labels the basis states, and $d$ is its size, `Fintype.card n`. The finite type `κ` labels the dissipation channels. The map `sandwich A B` is $X\mapsto AXB$, and `lindblad H L` combines such maps into a generator $\mathcal L$. The theorem `lindblad_apply` confirms that it acts in the usual way:

$$\mathcal L\rho=-i[H,\rho]+\sum_k\left(L_k\rho L_k^\dagger-\tfrac12\{L_k^\dagger L_k,\rho\}\right).$$

Here $\hbar=1$, and the strength of each channel is absorbed into $L_k$, so that $L_k^\dagger L_k$ has the dimension of a rate. The matrix `H` is arbitrary. A physical Hamiltonian is Hermitian, but the trace does not depend on that.

The trace in question is that of $\mathcal L$ as an operator on the $d^2$-dimensional space of matrices. It is different from $\mathrm{Tr}(\mathcal L\rho)$, whose vanishing expresses conservation of probability.

## Rates, spreads and the case of no dissipation

An eigenvalue $z$ of $\mathcal L$ gives a mode that evolves as $e^{zt}$, so its relaxation rate is $-\mathrm{Re}\,z$. In `relaxation_rate_sum_rule` the eigenvalues are the roots of the characteristic polynomial with their multiplicities. Generators that cannot be diagonalised are therefore included, and stationary modes contribute zero. The right-hand side is the sum of the spreads

$$s(L_k)=d\,\mathrm{Tr}(L_k^\dagger L_k)-|\mathrm{Tr}\,L_k|^2,$$

written `spread (L k)`. The definition takes the real part of $\mathrm{Tr}(L_k^\dagger L_k)$, which loses nothing because this trace is real.

The theorem `trace_lindblad_nonpos_and_eq_zero_iff` states that the trace of $\mathcal L$ has zero imaginary part and nonpositive real part, and that it is zero if and only if each $L_k$ equals $c_k\mathbb 1$ for some complex $c_k$. In that case each channel contributes $|c_k|^2\rho-|c_k|^2\rho=0$, and only the commutator remains.

For a time-independent Lindblad model in finite dimension, the sum rule gives a check on numerically computed relaxation rates, provided that all $d^2$ of them have been computed. The expected sum follows from the jump operators alone. The rule fixes only this sum, which in general does not determine the individual values. The Lindblad form itself is assumed, not derived from a system coupled to a bath, and infinite-dimensional systems are not covered.

## The trace of $X\mapsto AXB$

Let $E_{ij}$ be the matrix unit with a one in position $(i,j)$ and zeros elsewhere. The coefficient of $E_{ij}$ in $AE_{ij}B$ is its $(i,j)$ entry, $A_{ii}B_{jj}$. Summing these diagonal coefficients gives

$$\mathrm{Tr}(X\mapsto AXB)=\sum_{i,j}A_{ii}B_{jj}=\mathrm{Tr}A\;\mathrm{Tr}B.$$

This is `trace_sandwich`. The basis of matrix units is `entryBasis`; within the proof, `hb` gives the entries of $E_{ij}$ and `hd` the diagonal coefficient.

Linearity now gives the trace of the generator. The commutator contributes $-i(d\,\mathrm{Tr}H-d\,\mathrm{Tr}H)=0$. In each channel the jump term contributes $\mathrm{Tr}L_k\,\overline{\mathrm{Tr}L_k}=|\mathrm{Tr}L_k|^2$, and the anticommutator contributes $-\tfrac12\cdot 2d\,\mathrm{Tr}(L_k^\dagger L_k)$. Hence

$$\mathrm{Tr}\,\mathcal L=-\sum_k\left(d\,\mathrm{Tr}(L_k^\dagger L_k)-|\mathrm{Tr}L_k|^2\right).$$

In `trace_lindblad`, `simp only` distributes the trace over the terms, a rewrite cancels the commutator, and `linear_combination` finishes the algebra channel by channel.

## The spread as a sum of squares

Put $M=dA-(\mathrm{Tr}A)\mathbb 1$, which is `traceless A`: the traceless part of $A$, multiplied by $d$. Expanding the product gives

$$\begin{aligned}
\mathrm{Tr}(M^\dagger M)&=d^2\,\mathrm{Tr}(A^\dagger A)-2d\,|\mathrm{Tr}A|^2+d\,|\mathrm{Tr}A|^2\\
&=d\,s(A).
\end{aligned}$$

The same trace is a sum over entries, $\mathrm{Tr}(M^\dagger M)=\sum_{i,j}|M_{ji}|^2$, by `trace_gram`. Together these two facts are `card_mul_spread`.

For $d>0$, dividing by $d$ shows that $s(A)\ge 0$, which is `spread_nonneg`. If $s(A)=0$, every $|M_{ji}|^2$ must vanish, so $M=0$ and $A=(\mathrm{Tr}A/d)\,\mathbb 1$. Conversely, $A=c\mathbb 1$ gives $s(A)=d\cdot d|c|^2-|dc|^2=0$. These are the two directions of `spread_eq_zero_iff`; the first applies `Finset.sum_eq_zero_iff_of_nonneg` once for each of the two sums. The lemmas treat $d=0$ separately: there the spread is zero, and the only matrix is trivially scalar.

## From one operator to the whole generator

The theorem `trace_lindblad_eq_spread` rewrites the trace as the real number $-\sum_k s(L_k)$. Since every term $s(L_k)$ is nonnegative, the trace is nonpositive. It is zero exactly when every spread is zero, which by `spread_eq_zero_iff` means that every $L_k$ is scalar.

Over the complex numbers the characteristic polynomial of $\mathcal L$ has $d^2$ roots $z_a$, counted with multiplicity, and their sum is the trace. Taking minus the real part gives

$$\sum_a(-\mathrm{Re}\,z_a)=-\mathrm{Re}\,\mathrm{Tr}\,\mathcal L=\sum_k s(L_k).$$

In `relaxation_rate_sum_rule`, the auxiliary statement `hs` moves the real part outside the sum by induction on the collection of roots. The proof then passes to the matrix of $\mathcal L$ in `entryBasis`, where `Matrix.trace_eq_sum_roots_charpoly` identifies the sum of the roots with the trace.
